# A Penrose inverse gives a solution of the normal equations

Let `A` be a finite complex matrix, not necessarily square or of full rank, and let `X` satisfy the four Penrose equations for `A`. The theorem says that for every complex vector `b` the vector `X b` solves the normal equations `Aᴴ A x = Aᴴ b` of linear least squares. Put otherwise, the residual `b - A X b` is orthogonal to every column of `A`. The attempt first proves the matrix identity `Aᴴ * (A * X) = Aᴴ`, using that `A * X` is Hermitian and that `A * X * A = A`. It then merges the successive matrix-vector products in the goal into one and rewrites with that identity.

As first written in Lean, the proof fails:

```lean
import Mathlib

open Matrix
open scoped ComplexOrder

namespace FullRankFactorization

noncomputable section

variable {m n r s : Type*} [Fintype m] [Fintype n] [Fintype r] [Fintype s]

/-- The four Penrose equations for a matrix `A` and a candidate pseudoinverse `X`. -/
structure IsPenroseInverse (A : Matrix m n ℂ) (X : Matrix n m ℂ) : Prop where
  mul_mul_self : A * X * A = A
  self_mul_mul : X * A * X = X
  left_hermitian : (A * X)ᴴ = A * X
  right_hermitian : (X * A)ᴴ = X * A

/-- For a Penrose inverse `X` of `A`, the vector `X b` solves the normal equations
`Aᴴ A x = Aᴴ b`. -/
theorem IsPenroseInverse.normal_equations {A : Matrix m n ℂ} {X : Matrix n m ℂ}
    (hX : IsPenroseInverse A X) (b : m → ℂ) :
    Aᴴ *ᵥ (A *ᵥ (X *ᵥ b)) = Aᴴ *ᵥ b := by
  have h : Aᴴ * (A * X) = Aᴴ := by
    calc Aᴴ * (A * X) = Aᴴ * (A * X)ᴴ := by rw [hX.left_hermitian]
      _ = (A * X * A)ᴴ := (Matrix.conjTranspose_mul (A * X) A).symm
      _ = Aᴴ := by rw [hX.mul_mul_self]
  rw [Matrix.mulVec_mulVec, Matrix.mulVec_mulVec, h]

end

end FullRankFactorization
```

The compiler's answer:

```
Main.lean:28:50: error: Tactic `rewrite` failed: Did not find an occurrence of the pattern
  Aᴴ * (A * X)
in the target expression
  (Aᴴ * A * X) *ᵥ b = Aᴴ *ᵥ b

m : Type u_1
n : Type u_2
inst✝¹ : Fintype m
inst✝ : Fintype n
A : Matrix m n ℂ
X : Matrix n m ℂ
hX : IsPenroseInverse A X
b : m → ℂ
h : Aᴴ * (A * X) = Aᴴ
⊢ (Aᴴ * A * X) *ᵥ b = Aᴴ *ᵥ b
```

As a diff, the version that Lean accepts:

```diff
@@ -26,5 +26,5 @@
       _ = (A * X * A)ᴴ := (Matrix.conjTranspose_mul (A * X) A).symm
       _ = Aᴴ := by rw [hX.mul_mul_self]
-  rw [Matrix.mulVec_mulVec, Matrix.mulVec_mulVec, h]
+  rw [Matrix.mulVec_mulVec, Matrix.mulVec_mulVec, Matrix.mul_assoc, h]
 
 end
```

Diagnosis. The error says that `rw [h]` found no copy of `Aᴴ * (A * X)`, the left side of `h`, in the goal. The goal holds the same product bracketed the other way, as `Aᴴ * A * X`, which Lean reads as `(Aᴴ * A) * X`.

This bracketing comes from the two rewrites with `Matrix.mulVec_mulVec`, which turns `M *ᵥ (N *ᵥ v)` into `(M * N) *ᵥ v`. The first joins `Aᴴ` and `A`, and the second joins their product to `X`. The two bracketings are equal by associativity, but `rw` looks for the pattern as it is written and does not apply that law by itself.

The repair adds `Matrix.mul_assoc` before `h`. It turns `Aᴴ * A * X` into `Aᴴ * (A * X)`, which `h` then replaces by `Aᴴ`. Both sides of the goal are now `Aᴴ *ᵥ b`, and `rw` closes it by reflexivity. The proof of `h` is unchanged.
